# The RPBE and revPBE exchange enhancement factors cross exactly once at positive reduced gradient

A gradient-corrected exchange functional multiplies the local-density exchange energy density by an enhancement factor \(F(s)\), where \(s=|\nabla n|/\big(2(3\pi^2)^{1/3}n^{4/3}\big)\) is the reduced gradient of a spin-unpolarised density \(n\). To compare two such functionals formally one must decide what is compared. Here it is the two factors as real functions of the single number \(s\), with one gradient coefficient \(m\) common to both and the saturation constants, \(k\) for RPBE and \(K\) for revPBE, left as free real parameters. Densities, integrals over space and correlation do not enter. For \(m>0\) and \(0<k<K<2k\) the two curves meet at exactly one \(s>0\).

## The two enhancement factors

```lean
import Mathlib

open Real Set

namespace RevPBERPBECrossing

noncomputable section
```

These lines load Mathlib and allow short names such as `exp` and `Ioo`.

```lean
/-- Exchange enhancement factor of PBE form, `1 + K - K / (1 + m s² / K)`;
revPBE takes `K = 1.245`. -/
def pbeForm (K m s : ℝ) : ℝ := 1 + K - K / (1 + m * s ^ 2 / K)
```

This is \(F_{\rm P}(s)=1+K-K/(1+ms^2/K)\), the PBE form, which is revPBE for \(K=1.245\).

```lean
/-- RPBE exchange enhancement factor `1 + k (1 - exp (-m s² / k))`. -/
def rpbe (k m s : ℝ) : ℝ := 1 + k * (1 - exp (-(m * s ^ 2 / k)))
```

This is \(F_{\rm R}(s)=1+k\,(1-e^{-ms^2/k})\). Take \(k\), \(K\) and \(m\) positive. Then \(m\) is the coefficient of \(s^2\) in both factors at small \(s\), and \(1+K\) and \(1+k\) are the limits at large \(s\). A Taylor expansion shows what the two inequalities stand for:
\[
F_{\rm R}=1+ms^2-\frac{m^2s^4}{2k}+\dots,\qquad F_{\rm P}=1+ms^2-\frac{m^2s^4}{K}+\dots
\]
So \(K<2k\) places RPBE higher at small \(s\), while \(k<K\) places the PBE form higher at large \(s\).

## Reduction to one function of one variable

```lean
/-- Reduced gap function `h(t) = e^(-t) (r + t) - r + (r - 1) t`. -/
def gap (r t : ℝ) : ℝ := exp (-t) * (r + t) - r + (r - 1) * t
```

`gap r t` is \(h(t)=e^{-t}(r+t)-r+(r-1)t\), to be used with \(r=K/k\) and \(t=ms^2/k\).

```lean
/-- The function `e^(-t) (1 - r - t) + (r - 1)`. -/
def gapSlope (r t : ℝ) : ℝ := exp (-t) * (1 - r - t) + (r - 1)
```

`gapSlope r t` is \(g(t)=e^{-t}(1-r-t)+(r-1)\), so far only a formula; that it equals \(h'\) is proved below.

```lean
/-- For `k, K > 0` and `m ≥ 0`, the PBE-form factor minus the RPBE factor is `k h(t) / (r + t)`,
where `h` is the gap function, `r = K / k` and `t = m s² / k`. -/
theorem pbeForm_sub_rpbe {k K m : ℝ} (hk : 0 < k) (hK : 0 < K) (hm : 0 ≤ m) (s : ℝ) :
    pbeForm K m s - rpbe k m s
      = k * gap (K / k) (m * s ^ 2 / k) / (K / k + m * s ^ 2 / k) := by
  have hx : 0 ≤ m * s ^ 2 := by positivity
  simp only [pbeForm, rpbe, gap]
  generalize exp (-(m * s ^ 2 / k)) = E
  generalize m * s ^ 2 = x at hx ⊢
  have hk' : k ≠ 0 := hk.ne'
  have hK' : K ≠ 0 := hK.ne'
  have hKx : K + x ≠ 0 := by positivity
  have h1 : 1 + x / K = (K + x) / K := by rw [add_div, div_self hK']
  have h2 : K / k + x / k = (K + x) / k := by rw [add_div]
  rw [h1, h2]
  field_simp
  ring
```

The hypotheses stand before the colon, each with a name: `hk : 0 < k` says \(k>0\). Together with \(K>0\) and \(m\ge0\) this keeps every denominator positive. By hand, \(F_{\rm P}-1=K\,ms^2/(K+ms^2)=krt/(r+t)\) and \(F_{\rm R}-1=k(1-e^{-t})\), so
\[
F_{\rm P}-F_{\rm R}=k\,\frac{rt-(1-e^{-t})(r+t)}{r+t}=\frac{k\,h(t)}{r+t}.
\]
The sign of the difference is the sign of \(h\). The proof replaces the exponential by a free symbol `E`, since the identity is algebraic in it, clears denominators with `field_simp` and expands with `ring`.

## Derivatives and mean values

```lean
/-- The derivative of the gap function is `gapSlope`, and the derivative of `gapSlope`
is `e^(-t) (r + t - 2)`. -/
theorem gap_deriv (r t : ℝ) :
    HasDerivAt (gap r) (gapSlope r t) t ∧
      HasDerivAt (gapSlope r) (exp (-t) * (r + t - 2)) t := by
  have he : HasDerivAt (fun t : ℝ => exp (-t)) (exp (-t) * -1) t :=
    (hasDerivAt_id' t).fun_neg.exp
  constructor
  · have h := ((he.fun_mul ((hasDerivAt_id' t).const_add r)).sub_const r).fun_add
      ((hasDerivAt_id' t).const_mul (r - 1))
    exact HasDerivAt.congr_deriv h (by simp only [gapSlope]; ring)
  · have h := (he.fun_mul ((hasDerivAt_id' t).const_sub (1 - r))).add_const (r - 1)
    exact HasDerivAt.congr_deriv h (by ring)
```

`HasDerivAt (gap r) (gapSlope r t) t` reads: \(h\) is differentiable at \(t\) with derivative \(g(t)\). The product rule gives
\[
h'(t)=-e^{-t}(r+t)+e^{-t}+(r-1)=g(t),\qquad h''(t)=-e^{-t}(1-r-t)-e^{-t}=e^{-t}(r+t-2).
\]
The proof assembles the same rules term by term, starting from `he`, the derivative of \(e^{-t}\). Since \(e^{-t}>0\), the second derivative vanishes only at \(t=2-r\).

```lean
/-- Mean value form of the increments of the gap function and of its slope on `[a, b]`. -/
theorem gap_mean_value (r : ℝ) {a b : ℝ} (hab : a < b) :
    (∃ c ∈ Ioo a b, gap r b - gap r a = gapSlope r c * (b - a)) ∧
      (∃ c ∈ Ioo a b, gapSlope r b - gapSlope r a = exp (-c) * (r + c - 2) * (b - a)) := by
  have hne : b - a ≠ 0 := (sub_pos.2 hab).ne'
  constructor
  · obtain ⟨c, hc, h⟩ := exists_hasDerivAt_eq_slope (gap r) (gapSlope r) hab
      (fun x _ => (gap_deriv r x).1.continuousAt.continuousWithinAt)
      (fun x _ => (gap_deriv r x).1)
    exact ⟨c, hc, ((eq_div_iff hne).1 h).symm⟩
  · obtain ⟨c, hc, h⟩ := exists_hasDerivAt_eq_slope (gapSlope r)
      (fun t => exp (-t) * (r + t - 2)) hab
      (fun x _ => (gap_deriv r x).2.continuousAt.continuousWithinAt)
      (fun x _ => (gap_deriv r x).2)
    exact ⟨c, hc, ((eq_div_iff hne).1 h).symm⟩
```

`Ioo a b` is the open interval \((a,b)\). For \(a<b\) there is a point \(c\) in it with \(h(b)-h(a)=h'(c)(b-a)\), and a possibly different point \(c\) with \(h'(b)-h'(a)=h''(c)(b-a)\). Both come from Mathlib's mean value theorem `exists_hasDerivAt_eq_slope`, multiplied through by \(b-a\).

```lean
/-- For `t > 0` the gap equals a positive number times `r + d - 2` for some `0 < d < t`. -/
theorem gap_second_order (r : ℝ) {t : ℝ} (ht : 0 < t) :
    ∃ d ∈ Ioo 0 t, ∃ p, 0 < p ∧ gap r t = p * (r + d - 2) := by
  have g0 : gap r 0 = 0 := by simp only [gap, neg_zero, exp_zero]; ring
  have s0 : gapSlope r 0 = 0 := by simp only [gapSlope, neg_zero, exp_zero]; ring
  obtain ⟨c, hc, h1⟩ := (gap_mean_value r ht).1
  obtain ⟨d, hd, h2⟩ := (gap_mean_value r hc.1).2
  refine ⟨d, ⟨hd.1, hd.2.trans hc.2⟩, exp (-d) * c * t,
    mul_pos (mul_pos (exp_pos _) hc.1) ht, ?_⟩
  linear_combination h1 + t * h2 + g0 + t * s0
```

For \(t>0\) there are \(d\in(0,t)\) and \(p>0\) with \(h(t)=p\,(r+d-2)\). Direct substitution gives \(h(0)=r-r=0\) and \(h'(0)=(1-r)+(r-1)=0\), recorded as `g0` and `s0`. Then \(h(t)=h'(c)\,t\) with \(0<c<t\), and \(h'(c)=e^{-d}(r+d-2)\,c\) with \(0<d<c\), so \(p=e^{-d}ct\). The last line, `linear_combination h1 + t * h2 + g0 + t * s0`, performs this substitution by adding the four equations with the stated weights.

## At most one root, and the signs around it

```lean
/-- The gap function does not vanish at two different positive points. -/
theorem gap_not_two_roots (r : ℝ) {a b : ℝ} (ha : 0 < a) (hab : a < b)
    (h1 : gap r a = 0) (h2 : gap r b = 0) : False := by
  have g0 : gap r 0 = 0 := by simp only [gap, neg_zero, exp_zero]; ring
  have s0 : gapSlope r 0 = 0 := by simp only [gapSlope, neg_zero, exp_zero]; ring
  -- three zeros of h give two positive zeros of h'
  obtain ⟨c, hc, e1⟩ := (gap_mean_value r ha).1
  obtain ⟨c', hc', e2⟩ := (gap_mean_value r hab).1
  rw [h1, g0, sub_self] at e1
  rw [h1, h2, sub_self] at e2
  have z1 : gapSlope r c = 0 := (mul_eq_zero.1 e1.symm).resolve_right (sub_pos.2 ha).ne'
  have z2 : gapSlope r c' = 0 := (mul_eq_zero.1 e2.symm).resolve_right (sub_pos.2 hab).ne'
  have hcc : c < c' := hc.2.trans hc'.1
  -- with h'(0) = 0 these give two zeros of h'', which vanishes only at 2 - r
  obtain ⟨d, hd, e3⟩ := (gap_mean_value r hc.1).2
  obtain ⟨d', hd', e4⟩ := (gap_mean_value r hcc).2
  rw [z1, s0, sub_self] at e3
  rw [z1, z2, sub_self] at e4
  have w1 := (mul_eq_zero.1 ((mul_eq_zero.1 e3.symm).resolve_right
    (sub_pos.2 hc.1).ne')).resolve_left (exp_pos _).ne'
  have w2 := (mul_eq_zero.1 ((mul_eq_zero.1 e4.symm).resolve_right
    (sub_pos.2 hcc).ne')).resolve_left (exp_pos _).ne'
  linarith [hd.2, hd'.1]
```

The conclusion `False` means that the hypotheses are contradictory: \(h(a)=h(b)=0\) with \(0<a<b\) is impossible, for every real \(r\). The zeros \(0,a,b\) of \(h\) give zeros \(c\in(0,a)\) and \(c'\in(a,b)\) of \(h'\), named `z1` and `z2`. With \(h'(0)=0\), the three zeros \(0<c<c'\) give zeros \(d\in(0,c)\) and \(d'\in(c,c')\) of \(h''\). After the positive exponential is divided out, `w1` and `w2` say \(r+d-2=0\) and \(r+d'-2=0\). Hence \(d=d'\), against \(d<c<d'\), which `linarith` detects.

```lean
/-- For `1 < r < 2` the gap function is negative on `(0, t₀)`, zero at `t₀` and positive
beyond `t₀`, for some `t₀ > 0`. -/
theorem gap_sign {r : ℝ} (h1 : 1 < r) (h2 : r < 2) :
    ∃ t₀, 0 < t₀ ∧ (∀ t, 0 < t → t < t₀ → gap r t < 0) ∧ gap r t₀ = 0 ∧
      ∀ t, t₀ < t → 0 < gap r t := by
  have hr : 0 < r - 1 := by linarith
  have h0 : 0 < 2 - r := by linarith
  have neg : ∀ t, 0 < t → t ≤ 2 - r → gap r t < 0 := by
    intro t ht hle
    obtain ⟨d, hd, p, hp, e⟩ := gap_second_order r ht
    rw [e]
    exact mul_neg_of_pos_of_neg hp (by linarith [hd.2])
  have pos : ∀ t, r / (r - 1) ≤ t → 0 < gap r t := by
    intro t ht
    have ht0 : 0 < t := (div_pos (by linarith) hr).trans_le ht
    have hl : r ≤ t * (r - 1) := (div_le_iff₀ hr).1 ht
    have hp : 0 < exp (-t) * (r + t) := mul_pos (exp_pos _) (by linarith)
    unfold gap
    linarith
  have ivt : ∀ a b, a ≤ b → gap r a < 0 → 0 < gap r b → ∃ c ∈ Ioo a b, gap r c = 0 := by
    intro a b hab ha hb
    have hcont : ContinuousOn (gap r) (Icc a b) :=
      fun x _ => (gap_deriv r x).1.continuousAt.continuousWithinAt
    obtain ⟨c, hc, e⟩ := intermediate_value_Ioo hab hcont (⟨ha, hb⟩ : (0 : ℝ) ∈ Ioo _ _)
    exact ⟨c, hc, e⟩
  have hle : 2 - r ≤ r / (r - 1) :=
    (le_div_iff₀ hr).2 (by nlinarith [mul_self_nonneg (r - 1)])
  obtain ⟨t₀, ht₀, e₀⟩ := ivt _ _ hle (neg _ h0 le_rfl) (pos _ le_rfl)
  have hpos : 0 < t₀ := h0.trans ht₀.1
  refine ⟨t₀, hpos, fun t ht hlt => ?_, e₀, fun t hlt => ?_⟩
  · -- a wrong sign before t₀ would force a second root
    rcases lt_trichotomy (gap r t) 0 with h | h | h
    · exact h
    · exact (gap_not_two_roots r ht hlt h e₀).elim
    · by_cases hc : t ≤ 2 - r
      · exact neg t ht hc
      · obtain ⟨c, hc', e⟩ := ivt _ _ (not_le.1 hc).le (neg _ h0 le_rfl) h
        exact (gap_not_two_roots r (h0.trans hc'.1) (hc'.2.trans hlt) e e₀).elim
  · rcases lt_trichotomy (gap r t) 0 with h | h | h
    · obtain ⟨c, hc', e⟩ := ivt t (max t (r / (r - 1))) (le_max_left _ _) h
        (pos _ (le_max_right _ _))
      exact (gap_not_two_roots r hpos (hlt.trans hc'.1) e₀ e).elim
    · exact (gap_not_two_roots r hpos hlt e₀ h).elim
    · exact h
```

For \(1<r<2\) there is \(t_0>0\) with \(h<0\) on \((0,t_0)\), \(h(t_0)=0\), and \(h>0\) beyond. Step `neg` covers \(0<t\le 2-r\): there \(r+d-2<r+t-2\le0\), so \(h(t)<0\). Step `pos` covers \(t\ge r/(r-1)\): there \((r-1)t-r\ge0\) and \(e^{-t}(r+t)>0\), so \(h(t)>0\). Step `hle` orders the two points, because \((2-r)(r-1)\le r\) is equivalent to \((r-1)^2+1\ge0\). The intermediate value theorem, packaged as `ivt`, supplies \(t_0\) between them.

The remaining signs follow by exclusion. A zero at any other positive \(t\) would be a second root. If \(h(t)>0\) for some \(t<t_0\), then \(t>2-r\) and \(h\) has a root in \((2-r,t)\), below \(t_0\). If \(h(t)<0\) for some \(t>t_0\), then \(h\) has a root between \(t\) and \(\max(t,\,r/(r-1))\), above \(t_0\). Each case ends in `gap_not_two_roots`.

## The crossing in the reduced gradient

```lean
/-- For `m > 0` and `0 < k < K < 2k` there is `s₀ > 0` such that the RPBE factor lies above
the PBE-form factor on `(0, s₀)`, equals it at `s₀`, and lies below it for `s > s₀`. -/
theorem single_crossing {k K m : ℝ} (hm : 0 < m) (hk : 0 < k) (h1 : k < K) (h2 : K < 2 * k) :
    ∃ s₀, 0 < s₀ ∧ (∀ s, 0 < s → s < s₀ → pbeForm K m s < rpbe k m s) ∧
      rpbe k m s₀ = pbeForm K m s₀ ∧ ∀ s, s₀ < s → rpbe k m s < pbeForm K m s := by
  have hK : 0 < K := hk.trans h1
  obtain ⟨t₀, ht₀, hneg, hz, hpos⟩ := gap_sign (r := K / k)
    ((lt_div_iff₀ hk).2 (by linarith)) ((div_lt_iff₀ hk).2 h2)
  obtain ⟨s₀, hs₀, e₀⟩ : ∃ s₀ : ℝ, 0 < s₀ ∧ m * s₀ ^ 2 / k = t₀ :=
    ⟨sqrt (k * t₀ / m), sqrt_pos.2 (by positivity), by
      rw [sq_sqrt (by positivity)]; field_simp⟩
  have mono : ∀ a b : ℝ, 0 < a → a < b → m * a ^ 2 / k < m * b ^ 2 / k := by
    intro a b ha hab
    have : a ^ 2 < b ^ 2 := by nlinarith
    exact div_lt_div_of_pos_right (mul_lt_mul_of_pos_left this hm) hk
  have hD : ∀ s : ℝ, 0 < K / k + m * s ^ 2 / k := fun s => by positivity
  refine ⟨s₀, hs₀, fun s hs hlt => sub_neg.1 ?_, (sub_eq_zero.1 ?_).symm,
    fun s hlt => sub_pos.1 ?_⟩
  · rw [pbeForm_sub_rpbe hk hK hm.le]
    exact div_neg_of_neg_of_pos (mul_neg_of_pos_of_neg hk
      (hneg _ (by positivity) ((mono s s₀ hs hlt).trans_eq e₀))) (hD s)
  · rw [pbeForm_sub_rpbe hk hK hm.le, e₀, hz, mul_zero, zero_div]
  · rw [pbeForm_sub_rpbe hk hK hm.le]
    exact div_pos (mul_pos hk (hpos _ (e₀.symm.trans_lt (mono s₀ s hs₀ hlt)))) (hD s)
```

For \(m>0\) and \(0<k<K<2k\) there is \(s_0>0\) with \(F_{\rm R}>F_{\rm P}\) on \((0,s_0)\), equality at \(s_0\), and \(F_{\rm R}<F_{\rm P}\) for \(s>s_0\). The inequalities on \(K\) give \(1<r<2\), hence \(t_0\). Set \(s_0=\sqrt{kt_0/m}\), so that \(ms_0^2/k=t_0\). The map \(s\mapsto ms^2/k\) increases strictly for \(s>0\) (`mono`), so \(0<s<s_0\) gives \(0<t<t_0\) and \(s>s_0\) gives \(t>t_0\). The factor \(k/(r+t)\) is positive (`hk`, `hD`) and preserves the sign. The statement gives the existence of \(s_0\) and no numerical value for it.

```lean
/-- For `m > 0` and `0 < k < K < 2k`, the RPBE and PBE-form factors are equal at exactly one
positive reduced gradient. -/
theorem existsUnique_crossing {k K m : ℝ} (hm : 0 < m) (hk : 0 < k) (h1 : k < K)
    (h2 : K < 2 * k) : ∃! s, 0 < s ∧ rpbe k m s = pbeForm K m s := by
  obtain ⟨s₀, hs₀, hl, he, hr⟩ := single_crossing hm hk h1 h2
  refine ⟨s₀, ⟨hs₀, he⟩, fun s hs => ?_⟩
  rcases lt_trichotomy s s₀ with h | h | h
  · exact absurd hs.2 (hl s hs.1 h).ne'
  · exact h
  · exact absurd hs.2 (hr s h).ne
```

`∃!` reads "there is exactly one". Any positive \(s\) other than \(s_0\) lies below or above it, where a strict inequality excludes equality. Subtracting 1 from both sides, the equation is \(k(1-e^{-ms^2/k})=K-K/(1+ms^2/K)\). The condition \(s>0\) sets aside the common value \(F(0)=1\) and the mirror root \(-s_0\).

```lean
/-- RPBE (`κ = 0.804`) and revPBE (`κ = 1.245`) with a common `μ > 0` are equal at exactly
one positive reduced gradient. -/
theorem rpbe_revPBE_crossing {μ : ℝ} (hμ : 0 < μ) :
    ∃! s, 0 < s ∧ rpbe 0.804 μ s = pbeForm 1.245 μ s :=
  existsUnique_crossing hμ (by norm_num) (by norm_num) (by norm_num)
```

The decimals are exact rational numbers, and `norm_num` checks \(0<0.804<1.245<1.608\). The coefficient \(\mu\) plays the part of \(m\) and may be any positive number shared by both factors; the published RPBE and revPBE meet this condition, since both keep the \(\mu\) of PBE. The value \(0.804\) keeps the factor below \(1.804\), the cap obtained when the Lieb–Oxford bound is imposed point by point on exchange for every spin polarisation (the fully polarised case sets it; for an unpolarised density alone the cap is larger by a factor of \(2^{1/3}\) and lies above \(2.245\)), while \(1.245\) is a fitted value that lets the factor approach \(2.245\) at large \(s\); both are inputs here. Because local-density exchange is negative, RPBE gives the more negative exchange energy density where \(0<s<s_0\) and revPBE where \(s>s_0\), a pointwise, exchange-only comparison at fixed density that does not order total energies.

```lean
/-- For `k, m > 0` and `K ≥ 2k` the RPBE factor lies strictly below the PBE-form factor at
every nonzero reduced gradient. -/
theorem no_crossing {k K m s : ℝ} (hm : 0 < m) (hk : 0 < k) (h : 2 * k ≤ K) (hs : s ≠ 0) :
    rpbe k m s < pbeForm K m s := by
  have hK : 0 < K := by linarith
  have hr : 2 ≤ K / k := (le_div_iff₀ hk).2 h
  have ht : 0 < m * s ^ 2 / k := by positivity
  obtain ⟨d, hd, p, hp, e⟩ := gap_second_order (K / k) ht
  refine sub_pos.1 ?_
  rw [pbeForm_sub_rpbe hk hK hm.le, e]
  exact div_pos (mul_pos hk (mul_pos hp (by linarith [hd.1]))) (by positivity)

end

end RevPBERPBECrossing
```

For \(K\ge2k\) and \(s\ne0\), \(F_{\rm R}<F_{\rm P}\). Now \(r\ge2\) and \(d>0\), so \(r+d-2>0\) and \(h(t)=p\,(r+d-2)>0\) for every \(t>0\). The upper limit \(K<2k\) is therefore sharp, including the borderline \(K=2k\).

```lean
#print axioms RevPBERPBECrossing.rpbe_revPBE_crossing
#print axioms RevPBERPBECrossing.no_crossing
```

```
'RevPBERPBECrossing.rpbe_revPBE_crossing' depends on axioms: [propext, Classical.choice, Quot.sound]
'RevPBERPBECrossing.no_crossing' depends on axioms: [propext, Classical.choice, Quot.sound]
```

## Equal constants and vanishing gradient coefficient

Without \(k<K\), existence can fail. Take \(K=k\), so \(r=1\) and \(h(t)=e^{-t}(1+t)-1\). Since \(e^{t}>1+t\) for \(t>0\), this is negative throughout, and RPBE stays above the PBE form at every \(s\neq0\); for \(k=K=m=s=1\) the values are \(2-e^{-1}\approx1.63\) and \(1.5\). Without \(m>0\), uniqueness can fail: at \(m=0\) both factors equal 1 identically, so every \(s>0\) solves the equation. These examples and the Taylor expansion given earlier are ordinary arguments that the Lean file does not contain.
